# Infinite temperature for an infinite discrete spectrum with a partition sum that converges at every temperature

If real energy levels $E_0, E_1, E_2, \dots$ have $\sum_n e^{-bE_n}<\infty$ for every inverse temperature $b=1/(k_BT)>0$, then as $b\to0^+$ the partition function tends to infinity and the Gibbs probability of finding an energy at most $a$ tends to zero, for every real $a$. The mean energy tends to infinity as well.

```lean
import Mathlib

open Filter Topology

namespace InfiniteTemperatureInfiniteSpectrum

noncomputable section

/-- The partition function `Z(b)`, the sum of the Boltzmann factors of all levels. -/
def partitionFn (E : ℕ → ℝ) (b : ℝ) : ℝ := ∑' n, Real.exp (-b * E n)

/-- The Gibbs weight of level `n` at inverse temperature `b`. -/
def gibbsWeight (E : ℕ → ℝ) (b : ℝ) (n : ℕ) : ℝ :=
  Real.exp (-b * E n) / partitionFn E b

/-- The Gibbs probability that the system occupies a level in the set `A`. -/
def gibbsProb (E : ℕ → ℝ) (b : ℝ) (A : Set ℕ) : ℝ :=
  ∑' n, A.indicator (gibbsWeight E b) n

/-- The mean energy in the Gibbs state at inverse temperature `b`. -/
def meanEnergy (E : ℕ → ℝ) (b : ℝ) : ℝ := ∑' n, E n * gibbsWeight E b n

/-- The partition sum converges at every positive temperature. -/
def ThermallyStable (E : ℕ → ℝ) : Prop :=
  ∀ b : ℝ, 0 < b → Summable fun n => Real.exp (-b * E n)

variable {E : ℕ → ℝ}

/-- If the partition sum converges at one positive `b`, only finitely many levels
lie at or below any given energy. -/
theorem finite_levels_below {b : ℝ} (hb : 0 < b)
    (hs : Summable fun n => Real.exp (-b * E n)) (a : ℝ) : {n | E n ≤ a}.Finite := by
  -- the Boltzmann factors eventually drop below that of energy `a`
  have h := hs.tendsto_cofinite_zero.eventually_lt_const (Real.exp_pos (-b * a))
  rw [Filter.eventually_cofinite] at h
  refine h.subset ?_
  intro n hn
  have hn' : E n ≤ a := hn
  exact not_lt_of_ge (Real.exp_le_exp.2
    (by nlinarith [mul_le_mul_of_nonneg_left hn' hb.le]))

/-- At every positive temperature the Gibbs weights add up to one. -/
theorem gibbsWeight_hasSum (h : ThermallyStable E) {b : ℝ} (hb : 0 < b) :
    HasSum (gibbsWeight E b) 1 := by
  have hZ : 0 < partitionFn E b :=
    (h b hb).tsum_pos (fun n => (Real.exp_pos _).le) 0 (Real.exp_pos _)
  have hs := (h b hb).hasSum.div_const (partitionFn E b)
  have h1 : (∑' n, Real.exp (-b * E n)) / partitionFn E b = 1 := div_self hZ.ne'
  rw [h1] at hs
  exact hs

/-- The partition function diverges as the temperature tends to infinity. -/
theorem partitionFn_tendsto_atTop (h : ThermallyStable E) :
    Tendsto (partitionFn E) (𝓝[>] 0) atTop := by
  rw [tendsto_atTop]
  intro C
  obtain ⟨N, hN⟩ := exists_nat_gt C
  -- the first `N` Boltzmann factors add up to nearly `N`
  have hc : Continuous fun b : ℝ => ∑ n ∈ Finset.range N, Real.exp (-b * E n) := by
    fun_prop
  have h0 : Tendsto (fun b : ℝ => ∑ n ∈ Finset.range N, Real.exp (-b * E n))
      (𝓝[>] 0) (𝓝 (N : ℝ)) := by
    have h1 := (hc.tendsto 0).mono_left (nhdsWithin_le_nhds (s := Set.Ioi 0))
    simpa using h1
  filter_upwards [h0.eventually_const_lt hN, self_mem_nhdsWithin] with b hb hpos
  exact hb.le.trans ((h b hpos).sum_le_tsum _ (fun n _ => (Real.exp_pos _).le))

/-- The Gibbs weight of each single level vanishes in the limit of infinite temperature. -/
theorem gibbsWeight_tendsto_zero (h : ThermallyStable E) (n : ℕ) :
    Tendsto (fun b => gibbsWeight E b n) (𝓝[>] 0) (𝓝 0) := by
  have hc : Continuous fun b : ℝ => Real.exp (-b * E n) := by fun_prop
  exact ((hc.tendsto 0).mono_left nhdsWithin_le_nhds).div_atTop
    (partitionFn_tendsto_atTop h)

/-- As the temperature tends to infinity, the partition function diverges and the
probability of finding an energy at most `a` tends to zero, for every real `a`. -/
theorem infinite_temperature_limit (h : ThermallyStable E) :
    Tendsto (partitionFn E) (𝓝[>] 0) atTop ∧
      ∀ a : ℝ, Tendsto (fun b => gibbsProb E b {n | E n ≤ a}) (𝓝[>] 0) (𝓝 0) := by
  refine ⟨partitionFn_tendsto_atTop h, fun a => ?_⟩
  have hf := finite_levels_below one_pos (h 1 one_pos) a
  -- the probability is a finite sum of weights
  have key : ∀ b, gibbsProb E b {n | E n ≤ a} = ∑ n ∈ hf.toFinset, gibbsWeight E b n := by
    intro b
    rw [gibbsProb, tsum_eq_sum (s := hf.toFinset)]
    · exact Finset.sum_congr rfl fun n hn =>
        Set.indicator_of_mem (hf.mem_toFinset.1 hn) _
    · intro n hn
      exact Set.indicator_of_notMem (fun hm => hn (hf.mem_toFinset.2 hm)) _
  simp only [key]
  have h0 := tendsto_finsetSum hf.toFinset (fun n _ => gibbsWeight_tendsto_zero h n)
  simpa only [Finset.sum_const_zero] using h0

/-- The sum defining the mean energy converges at every positive temperature. -/
theorem summable_energy (h : ThermallyStable E) {b : ℝ} (hb : 0 < b) :
    Summable fun n => E n * gibbsWeight E b n := by
  have hs : Summable fun n => E n * Real.exp (-b * E n) := by
    -- compare with the partition sums at `b/2` and `3b/2`
    refine Summable.of_norm_bounded
      (((h (b / 2) (by positivity)).add (h (3 * b / 2) (by positivity))).mul_left (2 / b))
      (fun n => ?_)
    rw [Real.norm_eq_abs, abs_mul, abs_of_pos (Real.exp_pos _)]
    have k : b / 2 * |E n| ≤ Real.exp (b / 2 * E n) + Real.exp (-(b / 2) * E n) := by
      have p1 := Real.add_one_le_exp (b / 2 * E n)
      have p2 := Real.add_one_le_exp (-(b / 2) * E n)
      have q1 := Real.exp_pos (b / 2 * E n)
      have q2 := Real.exp_pos (-(b / 2) * E n)
      rcases abs_cases (E n) with ⟨h1, _⟩ | ⟨h1, _⟩ <;> rw [h1] <;> linarith
    have e1 : Real.exp (b / 2 * E n) * Real.exp (-b * E n)
        = Real.exp (-(b / 2) * E n) := by
      rw [← Real.exp_add]; congr 1; ring
    have e2 : Real.exp (-(b / 2) * E n) * Real.exp (-b * E n)
        = Real.exp (-(3 * b / 2) * E n) := by
      rw [← Real.exp_add]; congr 1; ring
    calc |E n| * Real.exp (-b * E n)
        = 2 / b * ((b / 2 * |E n|) * Real.exp (-b * E n)) := by field_simp
      _ ≤ 2 / b * ((Real.exp (b / 2 * E n) + Real.exp (-(b / 2) * E n))
            * Real.exp (-b * E n)) := by gcongr
      _ = _ := by rw [add_mul, e1, e2]
  exact (hs.div_const (partitionFn E b)).congr fun n => by
    simp only [gibbsWeight]; ring

/-- The mean energy diverges as the temperature tends to infinity. -/
theorem meanEnergy_tendsto_atTop (h : ThermallyStable E) :
    Tendsto (meanEnergy E) (𝓝[>] 0) atTop := by
  rw [tendsto_atTop]
  intro a
  have hf := finite_levels_below one_pos (h 1 one_pos) (a + 1)
  -- the finitely many levels below `a + 1` contribute nothing in the limit
  have h0 : Tendsto (fun b => ∑ n ∈ hf.toFinset, (E n - (a + 1)) * gibbsWeight E b n)
      (𝓝[>] 0) (𝓝 0) := by
    have h1 := tendsto_finsetSum hf.toFinset
      (fun n _ => (gibbsWeight_tendsto_zero h n).const_mul (E n - (a + 1)))
    simpa only [mul_zero, Finset.sum_const_zero] using h1
  filter_upwards [h0.eventually_const_lt (show (-1 : ℝ) < 0 by norm_num),
    self_mem_nhdsWithin] with b hb hpos
  have hsum := (summable_energy h hpos).hasSum.sub
    ((gibbsWeight_hasSum h hpos).mul_left (a + 1))
  have hsub : HasSum (fun n => (E n - (a + 1)) * gibbsWeight E b n)
      (meanEnergy E b - (a + 1) * 1) := by
    simp only [sub_mul]
    exact hsum
  have hle := sum_le_hasSum hf.toFinset (fun n hn => by
    have hn' : a + 1 < E n := by
      by_contra hc
      exact hn (hf.mem_toFinset.2 (not_lt.1 hc))
    exact mul_nonneg (by linarith)
      (div_nonneg (Real.exp_pos _).le (tsum_nonneg fun m => (Real.exp_pos _).le))) hsub
  linarith

/-- The harmonic oscillator levels `w (n + 1/2)` with `w > 0` have a convergent
partition sum at every positive temperature. -/
theorem harmonic_oscillator_witness {w : ℝ} (hw : 0 < w) :
    ThermallyStable fun n : ℕ => w * ((n : ℝ) + 1 / 2) := by
  intro b hb
  have hlt : Real.exp (-(b * w)) < 1 :=
    Real.exp_lt_one_iff.2 (neg_lt_zero.2 (mul_pos hb hw))
  have hg := (summable_geometric_of_lt_one (Real.exp_pos _).le hlt).mul_left
    (Real.exp (-(b * w) / 2))
  refine hg.congr fun n => ?_
  rw [← Real.exp_nat_mul, ← Real.exp_add]
  congr 1
  ring

/-- For the logarithmic levels `ln (n + 1)` the partition sum converges exactly
when `b > 1`. -/
theorem logarithmic_levels_summable_iff (b : ℝ) :
    (Summable fun n : ℕ => Real.exp (-b * Real.log ((n : ℝ) + 1))) ↔ 1 < b := by
  have e : (fun n : ℕ => Real.exp (-b * Real.log ((n : ℝ) + 1)))
      = fun n : ℕ => ((n + 1 : ℕ) : ℝ) ^ (-b) := by
    funext n
    rw [Real.rpow_def_of_pos (by positivity)]
    push_cast
    congr 1
    ring
  rw [e]
  have k := summable_nat_add_iff (f := fun n : ℕ => (n : ℝ) ^ (-b)) 1
  exact (k.trans Real.summable_nat_rpow).trans
    ⟨fun h => by linarith, fun h => by linarith⟩

end

end InfiniteTemperatureInfiniteSpectrum
```

```lean
#print axioms InfiniteTemperatureInfiniteSpectrum.infinite_temperature_limit
#print axioms InfiniteTemperatureInfiniteSpectrum.meanEnergy_tendsto_atTop
#print axioms InfiniteTemperatureInfiniteSpectrum.logarithmic_levels_summable_iff
```

```
'InfiniteTemperatureInfiniteSpectrum.infinite_temperature_limit' depends on axioms: [propext, Classical.choice, Quot.sound]
'InfiniteTemperatureInfiniteSpectrum.meanEnergy_tendsto_atTop' depends on axioms: [propext, Classical.choice, Quot.sound]
'InfiniteTemperatureInfiniteSpectrum.logarithmic_levels_summable_iff' depends on axioms: [propext, Classical.choice, Quot.sound]
```

## Levels, weights and the convergence hypothesis

The parameter $b$ is the inverse temperature $1/(k_BT)$, so $b\to0^+$ is the limit of infinite temperature. The spectrum is a function `E : ℕ → ℝ`, one real energy for each index $n=0,1,2,\dots$. The levels need not be ordered, they may be negative, and a degenerate energy is listed as many times as its degeneracy, the number of linearly independent states that have it. The definitions translate directly:

- `partitionFn E b` is $Z(b)=\sum_n e^{-bE_n}$.
- `gibbsWeight E b n` is $p_n(b)=e^{-bE_n}/Z(b)$, the probability of level $n$.
- `gibbsProb E b A` is $\sum_{n\in A}p_n(b)$ for a set $A$ of indices. The indicator function sets the weights outside $A$ to zero.
- `meanEnergy E b` is $U(b)=\sum_n E_n\,p_n(b)$.

The hypothesis `ThermallyStable E` says that the sum for $Z(b)$ converges at every $b>0$. Physically, the system has a canonical equilibrium state at every positive temperature. This restricts how densely the levels may lie. If $N(a)$ is the number of levels at or below $a$, each of them contributes at least $e^{-ba}$ to the sum, so $N(a)\le e^{ba}Z(b)$ for every $b>0$. The number of levels therefore grows more slowly than any exponential of the energy.

The main theorem, `infinite_temperature_limit`, assumes `ThermallyStable E`, as do the other limit theorems here, although their docstrings do not repeat it. It has two parts. The first is `Tendsto (partitionFn E) (𝓝[>] 0) atTop`: for each bound $C$ there is an interval $0<b<\delta$ on which $Z(b)\ge C$. The second says that for each fixed $a$ the probability of the index set `{n | E n ≤ a}` tends to zero as $b$ approaches zero from the right. The theorem `meanEnergy_tendsto_atTop` is the corresponding statement for $U(b)$.

The model contains a list of energies and no Hamiltonian operator, so deriving the levels and their convergence property from a particular potential is a separate task. Continuous spectra are not covered, and the theorems give no rates of divergence.

## Only finitely many levels lie below a given energy

Fix some $b>0$. The terms of a convergent series tend to zero, so all but finitely many $n$ satisfy
$$e^{-bE_n}<e^{-ba}.$$
Since $b>0$, this inequality is equivalent to $E_n>a$. Hence only finitely many levels have $E_n\le a$.

This is `finite_levels_below`, which needs convergence at a single positive $b$ only. The phrase "all but finitely many" is expressed by the cofinite filter, and `tendsto_cofinite_zero` supplies the vanishing of the terms. The rest of the proof shows that a level with $E_n\le a$ must belong to the finite exceptional set, because its Boltzmann factor is at least $e^{-ba}$.

## The partition function exceeds every bound

Given a real $C$, choose a natural number $N>C$. The partial sum
$$S_N(b)=\sum_{n=0}^{N-1}e^{-bE_n}$$
is a finite sum of continuous functions of $b$, and $S_N(0)=N$. For all sufficiently small $b>0$ we therefore have $S_N(b)>C$. The omitted terms are positive, so $Z(b)\ge S_N(b)>C$. As $C$ was arbitrary, $Z(b)\to\infty$.

In `partitionFn_tendsto_atTop`, `fun_prop` proves the continuity of the partial sum, and `sum_le_tsum` is the inequality $S_N(b)\le Z(b)$. The command `filter_upwards` combines the two conditions on $b$: that it is small enough, and that it is positive.

## Low energies lose all their probability

For a fixed level $n$ the numerator of $p_n(b)=e^{-bE_n}/Z(b)$ tends to $1$ and the denominator to infinity, so $p_n(b)\to0$. This is `gibbsWeight_tendsto_zero`, where `div_atTop` performs the division of limits.

Let $F_a=\{n: E_n\le a\}$, which is finite. Then
$$P_b(E\le a)=\sum_{n\in F_a}p_n(b)\longrightarrow\sum_{n\in F_a}0=0.$$
Finiteness matters here because it allows the limit to be taken term by term. Over all levels that exchange would fail: each weight tends to zero, while `gibbsWeight_hasSum` shows that the weights add up to $1$ at every $b>0$. The probability moves to ever higher levels, and the limiting weights do not form a probability distribution.

In the proof of `infinite_temperature_limit`, the statement `key` rewrites the infinite sum with the indicator as a sum over the finite set `hf.toFinset`. The finiteness is obtained at inverse temperature $1$, but any positive value would serve, since the set $F_a$ does not depend on $b$. Then `tendsto_finsetSum` adds the individual limits.

## The mean energy is finite at each temperature and diverges in the limit

The first task is to show that the series for $U(b)$ converges. For every real $x$ the inequalities $e^x\ge1+x$ and $e^{-x}\ge1-x$ give
$$|x|\le e^x+e^{-x}.$$
Put $x=bE_n/2$ and multiply by $(2/b)\,e^{-bE_n}$:
$$|E_n|e^{-bE_n}\le\frac2b\left(e^{-bE_n/2}+e^{-3bE_n/2}\right).$$
Summed over $n$, the right-hand side is $(2/b)\,[Z(b/2)+Z(3b/2)]$, which is finite by hypothesis. Dividing by $Z(b)$ preserves convergence. In `summable_energy`, `k` is the inequality for $|x|$, `e1` and `e2` combine the exponentials, and the `calc` block assembles the bound.

Now fix a real $a$ and set $c=a+1$. Because the weights add up to one,
$$U(b)-c=\sum_n(E_n-c)\,p_n(b)\ge\sum_{E_n\le c}(E_n-c)\,p_n(b).$$
The inequality holds because every omitted term has $E_n>c$ and is nonnegative. The sum on the right has finitely many terms, each with a fixed coefficient and a vanishing weight, so it tends to zero. For small enough $b>0$ it exceeds $-1$, and then $U(b)>c-1=a$. Since $a$ was arbitrary, $U(b)\to\infty$.

The proof of `meanEnergy_tendsto_atTop` follows these lines. The limit of the finite sum is `h0`, the identity for $U(b)-c$ is `hsub`, and the lower bound is `hle`. The final `linarith` does the arithmetic with $-1$ and $a+1$.

## An oscillator that qualifies and a logarithmic spectrum that does not

For the harmonic oscillator, $E_n=w(n+\tfrac12)$ with $w=\hbar\omega>0$, and
$$e^{-bE_n}=e^{-bw/2}\left(e^{-bw}\right)^n.$$
This is a geometric series with ratio below $1$ for every $b>0$. The theorem `harmonic_oscillator_witness` proves its convergence, so all the limits above apply to this spectrum.

The levels $E_n=\ln(n+1)$ show what happens when convergence at every $b>0$ is weakened to convergence at some $b$. Here $e^{-bE_n}=(n+1)^{-b}$, and `logarithmic_levels_summable_iff` states that the sum converges exactly when $b>1$. The proof rewrites the exponential as a real power, shifts the index by one and applies the criterion for sums of powers. For $0<b\le1$ there is no normalisable Gibbs state, so $b$ cannot be taken to zero within the canonical ensemble. Lean assigns a divergent sum the value $0$, so `partitionFn` is $0$ on that range and does not tend to infinity.

The infinite number of levels is also a hypothesis, contained in the type `ℕ → ℝ`. With just two levels, $0$ and $\Delta>0$, the limit $b\to0^+$ gives
$$Z(b)=1+e^{-b\Delta}\to2,\qquad P_b(E\le0)\to\tfrac12,\qquad U(b)\to\tfrac{\Delta}{2}.$$
The two states become equally likely, and nothing diverges.

## Truncated spectra at high temperature

A numerical calculation usually keeps a finite number $M\ge1$ of levels, for instance the eigenvalues of a Hamiltonian matrix in a finite basis. As $b\to0^+$, the truncated partition function tends to $M$ and the truncated mean energy tends to the arithmetic mean of the retained levels. For a system with infinitely many discrete levels that satisfy the convergence hypothesis, this saturation is an artefact of the truncation, since the true $Z$ and $U$ diverge.

The oscillator shows the size of the error. If the lowest $M$ levels are kept, the Gibbs probability of the discarded ones is
$$\sum_{n\ge M}p_n(b)=e^{-Mbw}.$$
To keep it below a tolerance $\varepsilon<1$ one needs $M>\ln(1/\varepsilon)/(bw)$. At $bw=0.01$ and $\varepsilon=10^{-6}$ that means at least $1382$ levels, and halving $b$ doubles the bound. In a code, the number of levels should therefore be converged separately at the highest temperature of interest, because a basis that suffices at low temperature can fail there.
